# Two orthonormal sets of n orbitals span the same space exactly when their overlap determinant has modulus one

A Slater determinant is represented here by its amplitudes on product states, not by a vector in an antisymmetric tensor power. For orbitals $a_1,\dots,a_n$ and arbitrary one-particle vectors $x_1,\dots,x_n$, the amplitude of the determinant $\Phi_a$ (normalised when the orbitals are orthonormal) on $x_1\otimes\cdots\otimes x_n$ is

$$\Phi_a(x)=\frac{1}{\sqrt{n!}}\det\big(\langle x_i,a_j\rangle\big).$$

Two determinants count as the same state when all these amplitudes agree up to one complex factor of modulus one.

The orbitals live in a complex inner-product space `E`, which may be infinite-dimensional and need not be complete. Spin can be included in `E`. The inner product is conjugate-linear in its first argument.

In Lean 4 with Mathlib:

```lean
import Mathlib

open Matrix ComplexConjugate
open scoped ComplexOrder

namespace SlaterOverlap

noncomputable section

variable {E : Type*} [NormedAddCommGroup E] [InnerProductSpace ℂ E] {n : ℕ}
```

Let $b_1,\dots,b_n$ be a second family. Its overlap matrix with the first is $M_{ij}=\langle a_i,b_j\rangle$, written `overlap a b`. Both families have type `Fin n → E`, so the particle numbers are equal and $M$ is square. With unequal numbers $M$ would be rectangular and $\det M$ would have no meaning. The case $n=0$ is allowed.

```lean
/-- The matrix of orbital overlaps `⟨a_i, b_j⟩`. -/
def overlap (a b : Fin n → E) : Matrix (Fin n) (Fin n) ℂ :=
  Matrix.of fun i j => inner ℂ (a i) (b j)
```

The residual is $r_a(v)=v-\sum_i\langle a_i,v\rangle a_i$. For orthonormal $a$ it is what the orbitals fail to reproduce of $v$.

```lean
/-- What remains of the orbital `v` after subtracting its components `⟨a_i, v⟩ a_i`. -/
def residual (a : Fin n → E) (v : E) : E :=
  v - ∑ i, (inner ℂ (a i) v : ℂ) • a i
```

The amplitude $\Phi_a(x)$ is `slater a x`. The usual expansion of two determinants gives $\langle\Phi_a,\Phi_b\rangle=\det M$; that identity serves only to interpret $\det M$, since no $n$-particle inner product is constructed in the code.

```lean
/-- The amplitude `det ⟨x_i, a_j⟩ / √n!` of the Slater determinant of the orbitals `a`
on the product state `x_1 ⊗ ... ⊗ x_n`. -/
def slater (a x : Fin n → E) : ℂ :=
  (((Real.sqrt (n.factorial : ℝ))⁻¹ : ℝ) : ℂ) * (overlap x a).det
```

## Orthonormal a: overlaps are expansion coefficients

Physically, `ha : Orthonormal ℂ a` says that the occupied orbitals are normalised and mutually orthogonal. The derivation uses this to read off components. Put $p=\sum_i\langle a_i,v\rangle a_i$. Orthonormality gives $\langle a_i,p\rangle=\langle a_i,v\rangle$, hence

$$\langle p,v-p\rangle=\sum_i\overline{\langle a_i,v\rangle}\,\big(\langle a_i,v\rangle-\langle a_i,p\rangle\big)=0,$$

$$\|p\|^2=\sum_i\overline{\langle a_i,v\rangle}\,\langle a_i,p\rangle=\sum_i|\langle a_i,v\rangle|^2.$$

Pythagoras applied to $v=p+(v-p)$ then yields

$$\|r_a(v)\|^2=\|v\|^2-\sum_i|\langle a_i,v\rangle|^2 .$$

The first lemma below supplies $\mathrm{Re}(\bar z z)=|z|^2$. In `norm_residual_sq`, `hap`, `horth` and `hpp` are the three facts about $p$; `norm_add_sq` provides Pythagoras and `linarith` rearranges it.

```lean
/-- The real part of `z* z` is the squared modulus of the complex number `z`. -/
theorem re_conj_mul_self (z : ℂ) : RCLike.re (conj z * z) = ‖z‖ ^ 2 := by
  rw [Complex.sq_norm, Complex.normSq_apply]
  simp

/-- For orthonormal orbitals `a`, the squared norm of the residual of `v` is the squared norm
of `v` minus the total weight of `v` on the orbitals. -/
theorem norm_residual_sq {a : Fin n → E} (ha : Orthonormal ℂ a) (v : E) :
    ‖residual a v‖ ^ 2 = ‖v‖ ^ 2 - ∑ i, ‖(inner ℂ (a i) v : ℂ)‖ ^ 2 := by
  set p : E := ∑ i, (inner ℂ (a i) v : ℂ) • a i with hp
  have hap : ∀ i, (inner ℂ (a i) p : ℂ) = inner ℂ (a i) v := fun i =>
    ha.inner_right_fintype _ i
  -- the residual is orthogonal to the projected part
  have horth : (inner ℂ p (v - p) : ℂ) = 0 := by
    conv_lhs => rw [hp, sum_inner]
    refine Finset.sum_eq_zero fun i _ => ?_
    rw [inner_smul_left, ← hp, inner_sub_right, hap, sub_self, mul_zero]
  have hpp : ‖p‖ ^ 2 = ∑ i, ‖(inner ℂ (a i) v : ℂ)‖ ^ 2 := by
    have h : (inner ℂ p p : ℂ) =
        ∑ i, conj (inner ℂ (a i) v : ℂ) * (inner ℂ (a i) v : ℂ) := by
      conv_lhs => arg 2; rw [hp]
      rw [sum_inner]
      exact Finset.sum_congr rfl fun i _ => by rw [inner_smul_left, hap]
    rw [norm_sq_eq_re_inner (𝕜 := ℂ) p, h, map_sum]
    exact Finset.sum_congr rfl fun i _ => re_conj_mul_self _
  have hpyth := norm_add_sq (𝕜 := ℂ) p (v - p)
  rw [horth, add_sub_cancel, map_zero] at hpyth
  change ‖v - p‖ ^ 2 = _
  linarith
```

The residual also detects the span. If $r_a(v)=0$, then $v=p$ is a combination of the $a_i$. Conversely, if $v=\sum_k c_k a_k$, then $\langle a_i,v\rangle=c_i$, so $p=v$. The two branches of `residual_eq_zero_iff` are these two arguments.

Without orthogonality this test fails, even for normalised orbitals. Let $e_1,e_2$ be orthonormal, and take $a_1=e_1$ and $a_2=(e_1+e_2)/\sqrt2$. Then $e_1$ lies in the span, but its residual is $-a_2/\sqrt2$.

```lean
/-- For orthonormal orbitals `a`, the residual of `v` vanishes exactly when `v` lies in
their span. -/
theorem residual_eq_zero_iff {a : Fin n → E} (ha : Orthonormal ℂ a) (v : E) :
    residual a v = 0 ↔ v ∈ Submodule.span ℂ (Set.range a) := by
  constructor
  · intro h
    rw [sub_eq_zero.mp h]
    exact Submodule.sum_mem _ fun i _ =>
      Submodule.smul_mem _ _ (Submodule.subset_span ⟨i, rfl⟩)
  · intro h
    obtain ⟨c, rfl⟩ := (Submodule.mem_span_range_iff_exists_fun ℂ).1 h
    simp only [residual, ha.inner_right_fintype, sub_self]
```

## Unit length of b: the trace measures what is missing

The hypothesis `hb : Orthonormal ℂ b` has two parts, and the exponential bound needs only the first, normalisation, which appears in the proof as `hb.1`. Define the total missing weight

$$I=\sum_j\|r_a(b_j)\|^2=\sum_j\Big(1-\sum_i|M_{ij}|^2\Big).$$

The matrix $M^\dagger M$ is positive semidefinite, with eigenvalues $\lambda_1,\dots,\lambda_n\ge0$. They satisfy

$$\prod_k\lambda_k=\det(M^\dagger M)=|\det M|^2,\qquad \sum_k\lambda_k=\operatorname{tr}(M^\dagger M)=\sum_{i,j}|M_{ij}|^2 .$$

Therefore $-I=\sum_k(\lambda_k-1)$. The elementary inequality $1+t\le e^t$ at $t=\lambda_k-1$ gives $0\le\lambda_k\le e^{\lambda_k-1}$, and multiplying over $k$ gives

$$|\det M|^2\le\prod_k e^{\lambda_k-1}=e^{-I}.$$

In the code, `hdet` and `htr` are the determinant and trace identities, `hexp` rewrites $-I$, and `Finset.prod_le_prod` multiplies the eigenvalue inequalities.

If the $b_j$ may be longer than one, the bound fails: for $n=1$, a unit vector $a_1$ and $b_1=2a_1$, the residual is zero and $|\det M|^2=4$.

The theorem `anderson_bound` is an inequality for two given sets of $n$ orbitals. For non-interacting electrons in a metal, the orthogonality catastrophe is the vanishing of the overlap between the ground states without and with a local perturbation that scatters electrons at the Fermi level, in the limit of a large system. To deduce it from this bound one needs a separate argument that $I$ grows without limit as the system does.

```lean
/-- Anderson's orthogonality bound: for orthonormal families `a` and `b`, the squared modulus of the
overlap of the two determinants is at most `exp (-I)`, where `I` is the total squared norm of the
residuals of the `b_j` with respect to `a`. -/
theorem anderson_bound {a b : Fin n → E} (ha : Orthonormal ℂ a) (hb : Orthonormal ℂ b) :
    ‖(overlap a b).det‖ ^ 2 ≤ Real.exp (-∑ j, ‖residual a (b j)‖ ^ 2) := by
  have hA := Matrix.posSemidef_conjTranspose_mul_self (overlap a b)
  have hH := hA.isHermitian
  -- determinant and trace of `Mᴴ M` through its eigenvalues
  have hdet : ‖(overlap a b).det‖ ^ 2 = ∏ i, hH.eigenvalues i := by
    have h1 : ‖((overlap a b)ᴴ * overlap a b).det‖ = ‖(overlap a b).det‖ ^ 2 := by
      rw [Matrix.det_mul, Matrix.det_conjTranspose, norm_mul, norm_star, sq]
    rw [← h1, hH.det_eq_prod_eigenvalues, norm_prod]
    exact Finset.prod_congr rfl fun i _ => by
      rw [RCLike.norm_ofReal, abs_of_nonneg (hA.eigenvalues_nonneg i)]
  have htr : ∑ i, hH.eigenvalues i = ∑ j, ∑ i, ‖(inner ℂ (a i) (b j) : ℂ)‖ ^ 2 := by
    have h1 := congrArg (RCLike.re : ℂ → ℝ) hH.trace_eq_sum_eigenvalues
    rw [map_sum] at h1
    simp only [RCLike.ofReal_re] at h1
    rw [← h1, Matrix.trace, map_sum]
    refine Finset.sum_congr rfl fun j _ => ?_
    rw [Matrix.diag_apply, Matrix.mul_apply, map_sum]
    exact Finset.sum_congr rfl fun i _ => re_conj_mul_self _
  have hexp : -∑ j, ‖residual a (b j)‖ ^ 2 = ∑ i, (hH.eigenvalues i - 1) := by
    simp only [norm_residual_sq ha, hb.1, one_pow, Finset.sum_sub_distrib, htr]
    ring
  -- each eigenvalue satisfies `x ≤ exp (x - 1)`
  rw [hdet, hexp, Real.exp_sum]
  exact Finset.prod_le_prod (fun i _ => hA.eigenvalues_nonneg i)
    fun i _ => by linarith [Real.add_one_le_exp (hH.eigenvalues i - 1)]
```

## Orbitals b inside the span of a: the determinant factors

The hypothesis `h` of `overlap_factor` says that every $b_j$ is a combination of the orbitals $a$. Its residual then vanishes, so $b_j=\sum_k M_{kj}a_k$. For any $x_1,\dots,x_n$,

$$\langle x_i,b_j\rangle=\sum_k\langle x_i,a_k\rangle M_{kj}.$$

This is the matrix identity `overlap x b = overlap x a * overlap a b`. The proof takes the expansion from `residual_eq_zero_iff` and moves the sum through the inner product. Taking determinants and dividing by $\sqrt{n!}$ gives $\Phi_b(x)=\det M\;\Phi_a(x)$.

Without the inclusion, the identity can fail. For $n=1$ with $b_1$ a unit vector orthogonal to $a_1$, the choice $x_1=b_1$ makes the left side $1$ and the right side $0$.

```lean
/-- If `a` is orthonormal and every `b_j` lies in the span of `a`, overlaps with `b` are overlaps
with `a` followed by the matrix `⟨a_i, b_j⟩`. -/
theorem overlap_factor {a b : Fin n → E} (ha : Orthonormal ℂ a)
    (h : ∀ j, b j ∈ Submodule.span ℂ (Set.range a)) (x : Fin n → E) :
    overlap x b = overlap x a * overlap a b := by
  ext i j
  have hj : b j = ∑ k, (inner ℂ (a k) (b j) : ℂ) • a k :=
    sub_eq_zero.mp ((residual_eq_zero_iff ha _).2 (h j))
  rw [Matrix.mul_apply]
  change (inner ℂ (x i) (b j) : ℂ) = ∑ k, inner ℂ (x i) (a k) * inner ℂ (a k) (b j)
  conv_lhs => rw [hj, inner_sum]
  exact Finset.sum_congr rfl fun k _ => by rw [inner_smul_right, mul_comm]
```

## Overlap of modulus one: nothing is missing

The condition $|\det M|=1$ means that the two determinants overlap as strongly as the bound permits. Inserted in that bound, it gives $1\le e^{-I}$, so $I\le0$. Since $I$ is a sum of nonnegative terms, each $\|r_a(b_j)\|^2$ is zero and every $b_j$ lies in the span of $a$.

In `mem_span_of_norm_det`, `hS` obtains $I\le0$ by contradiction, because a positive $I$ would make the exponential smaller than one. `Finset.single_le_sum` then isolates one residual.

If the modulus is below one, the conclusion can fail: for $n=1$, two unit vectors that are not proportional have $|\langle a_1,b_1\rangle|<1$ and different spans.

```lean
/-- If `a` and `b` are orthonormal and their determinants have overlap of modulus one, every
`b_j` lies in the span of `a`. -/
theorem mem_span_of_norm_det {a b : Fin n → E} (ha : Orthonormal ℂ a) (hb : Orthonormal ℂ b)
    (h : ‖(overlap a b).det‖ = 1) (j : Fin n) : b j ∈ Submodule.span ℂ (Set.range a) := by
  have hB := anderson_bound ha hb
  rw [h, one_pow] at hB
  have hS : ∑ j, ‖residual a (b j)‖ ^ 2 ≤ 0 := by
    by_contra hc
    exact absurd hB (not_le_of_gt (Real.exp_lt_one_iff.2 (by linarith)))
  have hj : ‖residual a (b j)‖ ^ 2 ≤ ∑ j, ‖residual a (b j)‖ ^ 2 :=
    Finset.single_le_sum (f := fun j => ‖residual a (b j)‖ ^ 2)
      (fun i _ => sq_nonneg _) (Finset.mem_univ j)
  have h0 : ‖residual a (b j)‖ ^ 2 = 0 := le_antisymm (hj.trans hS) (sq_nonneg _)
  exact (residual_eq_zero_iff ha _).1 (norm_eq_zero.1 (pow_eq_zero_iff two_ne_zero |>.1 h0))
```

## Orthogonality in both families: equality becomes an equivalence

The theorem `norm_det_overlap` states that, for orthonormal $a$ and $b$, $|\det M|\le1$, and that equality holds exactly when the spans of the two families are equal.

The bound follows from $I\ge0$, which gives $|\det M|^2\le e^{-I}\le1$. For the equivalence, the matrix of overlaps $\langle b_i,a_j\rangle$ is $M^\dagger$, so its determinant is $\overline{\det M}$; this is `hstar`. If $|\det M|=1$, the previous lemma puts every $b_j$ in the span of $a$. Applied with the families exchanged, it puts every $a_j$ in the span of $b$. The exchange uses the full orthonormality of $b$.

Conversely, let the spans be equal and set $x=b$ in the factorisation. Orthonormality of $b$ makes the left side the identity matrix, which is `hbb`, and determinants give

$$1=\overline{\det M}\,\det M=|\det M|^2 .$$

Normalisation alone does not secure this direction. For $a=(e_1,e_2)$ and $b=(e_1,(e_1+e_2)/\sqrt2)$ the spans are equal, but $\det M=1/\sqrt2$. Exchanging the two families shows the same for $a$.

For two single-determinant wavefunctions with the same number of orthonormal orbitals, $|\det M|$ therefore tests whether the occupied spaces agree, even if the individual orbitals look different.

```lean
/-- For orthonormal families `a` and `b`, the determinant of the overlap matrix has modulus at
most one, with equality exactly when the two families span the same orbital space. -/
theorem norm_det_overlap {a b : Fin n → E} (ha : Orthonormal ℂ a) (hb : Orthonormal ℂ b) :
    ‖(overlap a b).det‖ ≤ 1 ∧ (‖(overlap a b).det‖ = 1 ↔
      Submodule.span ℂ (Set.range a) = Submodule.span ℂ (Set.range b)) := by
  have hstar : (overlap b a).det = star (overlap a b).det := by
    rw [← Matrix.det_conjTranspose]
    congr 1
    ext i j
    exact (inner_conj_symm _ _).symm
  refine ⟨?_, fun h => ?_, fun h => ?_⟩
  · have hS : 0 ≤ ∑ j, ‖residual a (b j)‖ ^ 2 := Finset.sum_nonneg fun j _ => sq_nonneg _
    have h1 : Real.exp (-∑ j, ‖residual a (b j)‖ ^ 2) ≤ 1 :=
      Real.exp_le_one_iff.2 (by linarith)
    nlinarith [anderson_bound ha hb, norm_nonneg (overlap a b).det]
  · -- both inclusions come from the same lemma with the families exchanged
    have h' : ‖(overlap b a).det‖ = 1 := by rw [hstar, norm_star, h]
    apply le_antisymm
    · rw [Submodule.span_le]
      rintro _ ⟨j, rfl⟩
      exact mem_span_of_norm_det hb ha h' j
    · rw [Submodule.span_le]
      rintro _ ⟨j, rfl⟩
      exact mem_span_of_norm_det ha hb h j
  · have hf := overlap_factor (b := b) ha
      (fun j => by rw [h]; exact Submodule.subset_span ⟨j, rfl⟩) b
    have hbb : overlap b b = 1 := by
      ext i j
      rw [Matrix.one_apply]
      exact orthonormal_iff_ite.mp hb i j
    have h1 := congrArg (fun A => ‖Matrix.det A‖) hf
    simp only [hbb, Matrix.det_one, Matrix.det_mul, hstar, norm_mul, norm_star, norm_one] at h1
    nlinarith [norm_nonneg (overlap a b).det]
```

## One phase for all amplitudes: equal spans are equal states

The theorem `span_eq_iff_same_state` says that the spans of two orthonormal families are equal exactly when there is a complex number $c$ with $|c|=1$ and $\Phi_b(x)=c\,\Phi_a(x)$ for every $x$. Physically, $c$ is the global phase that no measurement on the state can detect.

If the spans are equal, the factorisation gives the amplitude relation with $c=\det M$, and the preceding theorem gives $|c|=1$. Conversely, suppose the amplitudes agree up to $c$, and evaluate at $x=a$. Since $\langle a_i,a_j\rangle=\delta_{ij}$,

$$\frac{\det M}{\sqrt{n!}}=\Phi_b(a)=c\,\Phi_a(a)=\frac{c}{\sqrt{n!}},$$

so $\det M=c$ has modulus one and the spans agree. In the code, `haa` is the identity matrix of overlaps, `hk` says that the prefactor is nonzero, and `mul_left_cancel₀` cancels it.

The condition $|c|=1$ expresses the physics but adds no restriction for orthonormal families: evaluating at $x=b$ as well gives $1=c\,\overline{\det M}=|c|^2$. Orthogonality does matter for the theorem as stated. In the two-orbital example above, the amplitudes of $b$ are $1/\sqrt2$ times those of $a$, so the spans are equal but the factor is not a phase. The determinant of $b$ is then not normalised; once normalised, it describes the same physical state as that of $a$.

```lean
/-- Two orthonormal families span the same orbital space exactly when their Slater determinants
have the same amplitudes on all product states up to one common phase factor. -/
theorem span_eq_iff_same_state {a b : Fin n → E} (ha : Orthonormal ℂ a)
    (hb : Orthonormal ℂ b) :
    Submodule.span ℂ (Set.range a) = Submodule.span ℂ (Set.range b) ↔
      ∃ c : ℂ, ‖c‖ = 1 ∧ ∀ x : Fin n → E, slater b x = c * slater a x := by
  constructor
  · intro h
    refine ⟨(overlap a b).det, (norm_det_overlap ha hb).2.2 h, fun x => ?_⟩
    have hf := overlap_factor (b := b) ha
      (fun j => by rw [h]; exact Submodule.subset_span ⟨j, rfl⟩) x
    rw [slater, slater, hf, Matrix.det_mul]
    ring
  · rintro ⟨c, hc, h⟩
    -- evaluating on the orbitals `a` themselves identifies the phase
    have haa : overlap a a = 1 := by
      ext i j
      rw [Matrix.one_apply]
      exact orthonormal_iff_ite.mp ha i j
    have hk : (((Real.sqrt (n.factorial : ℝ))⁻¹ : ℝ) : ℂ) ≠ 0 :=
      Complex.ofReal_ne_zero.2 (by positivity)
    have h1 := h a
    rw [slater, slater, haa, Matrix.det_one, mul_one, mul_comm c] at h1
    have h2 : (overlap a b).det = c := mul_left_cancel₀ hk h1
    exact (norm_det_overlap ha hb).2.1 (by rw [h2, hc])

end

end SlaterOverlap
```

```lean
#print axioms SlaterOverlap.span_eq_iff_same_state
```

```
'SlaterOverlap.span_eq_iff_same_state' depends on axioms: [propext, Classical.choice, Quot.sound]
```
